# The map from positive spin densities to total density and polarisation is a bijection with Jacobian determinant −2/n

## Two coordinate systems for the spin densities

Let a be the spin-up density and b the spin-down density at one point of space, both treated as plain real numbers in fixed units. The total density is n and the spin polarisation is ζ, written `z` where it is a variable in the code. Pairs are always ordered as (a, b) and (n, ζ), which fixes the sign of the Jacobian determinant below.

```lean
import Mathlib

open Set

namespace SpinDensityChainRules

noncomputable section
```

The change of variables is

n = a + b
ζ = (a − b)/(a + b).

In Lean it is a function on all of ℝ × ℝ, where `p.1` is a and `p.2` is b.

```lean
/-- The total density and the spin polarisation, `(n, ζ) = (a + b, (a - b) / (a + b))`,
of a pair of spin densities `(a, b)`. -/
def toNZ (p : ℝ × ℝ) : ℝ × ℝ := (p.1 + p.2, (p.1 - p.2) / (p.1 + p.2))
```

Adding and subtracting the relations a + b = n and a − b = nζ gives the candidate for the inverse:

a = n(1 + ζ)/2
b = n(1 − ζ)/2.

```lean
/-- The spin densities `(n (1 + ζ) / 2, n (1 - ζ) / 2)` belonging to a total density `n` and a
polarisation `ζ`. -/
def toSpin (q : ℝ × ℝ) : ℝ × ℝ := (q.1 * (1 + q.2) / 2, q.1 * (1 - q.2) / 2)
```

Both spin densities are taken to be strictly positive, so the first domain is the open quadrant a > 0, b > 0. `Ioi 0` is the set of positive reals, and `×ˢ` forms the product of two sets.

```lean
/-- Pairs of strictly positive spin densities. -/
def spinDomain : Set (ℝ × ℝ) := Ioi 0 ×ˢ Ioi 0
```

The second domain is the strip n > 0, −1 < ζ < 1. Fully polarised densities, with ζ = ±1, lie on its edge and are excluded.

```lean
/-- Positive total density with polarisation strictly between `-1` and `1`. -/
def nzDomain : Set (ℝ × ℝ) := Ioi 0 ×ˢ Ioo (-1) 1
```

The quotient rule gives the partial derivatives of ζ:

∂ζ/∂a = [(a + b) − (a − b)]/(a + b)² = 2b/(a + b)²
∂ζ/∂b = [−(a + b) − (a − b)]/(a + b)² = −2a/(a + b)².

Those of n are both 1. The four numbers form a matrix with n in the first row and ζ in the second. At this stage `jacobian` is only the linear map with that matrix; that it is the derivative is proved further on.

```lean
/-- The linear map whose matrix holds the partial derivatives of `n` (first row) and `ζ` (second
row) with respect to the two spin densities, where the total density is not zero. -/
def jacobian (p : ℝ × ℝ) : ℝ × ℝ →L[ℝ] ℝ × ℝ :=
  LinearMap.toContinuousLinearMap
    (Matrix.toLin (Module.Basis.finTwoProd ℝ) (Module.Basis.finTwoProd ℝ)
      !![1, 1; 2 * p.2 / (p.1 + p.2) ^ 2, -(2 * p.1) / (p.1 + p.2) ^ 2])
```

## The maps undo each other

Start from (a, b) with a + b ≠ 0. Then

n(1 + ζ)/2 = [(a + b) + (a − b)]/2 = a
n(1 − ζ)/2 = [(a + b) − (a − b)]/2 = b.

The proof treats the two components separately: `field_simp` clears the denominator a + b, and `ring` does the remaining algebra.

```lean
/-- Going to total density and polarisation and back returns the spin densities, if the total
density is not zero. -/
theorem toSpin_toNZ (a b : ℝ) (h : a + b ≠ 0) : toSpin (toNZ (a, b)) = (a, b) := by
  refine Prod.ext ?_ ?_
  · change (a + b) * (1 + (a - b) / (a + b)) / 2 = a
    field_simp
    ring
  · change (a + b) * (1 - (a - b) / (a + b)) / 2 = b
    field_simp
    ring
```

In the other direction, the spin densities built from (n, ζ) have sum n and difference nζ. Their quotient is ζ, provided that n ≠ 0. The sum and the difference are the facts `hn` and `hd` in the proof.

The condition n ≠ 0 is needed. At n = 0 the pairs (0, 1/2) and (0, −1/2) both give a = b = 0, so no function of the spin densities can return both polarisations. Physically, empty space has no polarisation to recover.

```lean
/-- Going to spin densities and back returns the total density and the polarisation, if the
total density is not zero. -/
theorem toNZ_toSpin (n z : ℝ) (h : n ≠ 0) : toNZ (toSpin (n, z)) = (n, z) := by
  have hn : n * (1 + z) / 2 + n * (1 - z) / 2 = n := by ring
  have hd : n * (1 + z) / 2 - n * (1 - z) / 2 = z * n := by ring
  refine Prod.ext hn ?_
  change (n * (1 + z) / 2 - n * (1 - z) / 2) / (n * (1 + z) / 2 + n * (1 - z) / 2) = z
  rw [hn, hd, mul_div_cancel_right₀ z h]
```

## The derivative of the map

Let the spin densities change by v = (v₁, v₂). Multiplying the matrix into v gives the first-order changes

dn = v₁ + v₂
dζ = (2b v₁ − 2a v₂)/(a + b)².

```lean
/-- The first-order changes of `n` and `ζ` assigned by the Jacobian to a change `v` of the spin
densities. -/
theorem jacobian_apply (p v : ℝ × ℝ) :
    jacobian p v = (v.1 + v.2, (2 * p.2 * v.1 - 2 * p.1 * v.2) / (p.1 + p.2) ^ 2) := by
  rw [jacobian, Matrix.toLin_finTwoProd_toContinuousLinearMap]
  refine Prod.ext ?_ ?_
  · change 1 * v.1 + 1 * v.2 = v.1 + v.2
    ring
  · change 2 * p.2 / (p.1 + p.2) ^ 2 * v.1 + -(2 * p.1) / (p.1 + p.2) ^ 2 * v.2
      = (2 * p.2 * v.1 - 2 * p.1 * v.2) / (p.1 + p.2) ^ 2
    ring
```

To show that this is the true derivative, write ζ as the product (a − b)·(a + b)⁻¹. The product rule, with the derivative of the inverse, gives

dζ = −(a − b)(v₁ + v₂)/(a + b)² + (v₁ − v₂)/(a + b).

Over the common denominator (a + b)², the numerator is

−(a − b)(v₁ + v₂) + (a + b)(v₁ − v₂) = 2b v₁ − 2a v₂,

in agreement with the matrix.

`HasFDerivAt` states that a linear map is the Fréchet derivative at a point, that is, the best linear approximation with an error of smaller than first order. This is stronger than the existence of partial derivatives. In the proof, `hi` differentiates the inverse, `hz` applies the product rule, and the last lines compare numerators as above. Only a + b ≠ 0 is required.

```lean
/-- Where the total density is not zero, the map to total density and polarisation is
differentiable, and `jacobian` is its derivative. -/
theorem hasFDerivAt_toNZ (p : ℝ × ℝ) (h : p.1 + p.2 ≠ 0) :
    HasFDerivAt toNZ (jacobian p) p := by
  have h1 : HasFDerivAt (fun q : ℝ × ℝ => q.1) (ContinuousLinearMap.fst ℝ ℝ ℝ) p :=
    hasFDerivAt_fst
  have h2 : HasFDerivAt (fun q : ℝ × ℝ => q.2) (ContinuousLinearMap.snd ℝ ℝ ℝ) p :=
    hasFDerivAt_snd
  have hs : HasFDerivAt (fun q : ℝ × ℝ => q.1 + q.2)
      (ContinuousLinearMap.fst ℝ ℝ ℝ + ContinuousLinearMap.snd ℝ ℝ ℝ) p := h1.add h2
  have hd : HasFDerivAt (fun q : ℝ × ℝ => q.1 - q.2)
      (ContinuousLinearMap.fst ℝ ℝ ℝ - ContinuousLinearMap.snd ℝ ℝ ℝ) p := h1.sub h2
  -- the polarisation is the product of `a - b` and the inverse of `a + b`
  have hi : HasFDerivAt (fun q : ℝ × ℝ => (q.1 + q.2)⁻¹)
      ((-((p.1 + p.2) ^ 2)⁻¹) •
        (ContinuousLinearMap.fst ℝ ℝ ℝ + ContinuousLinearMap.snd ℝ ℝ ℝ)) p :=
    (hasDerivAt_inv h).comp_hasFDerivAt p hs
  have hz : HasFDerivAt (fun q : ℝ × ℝ => (q.1 - q.2) * (q.1 + q.2)⁻¹) _ p := hd.mul hi
  have hf : toNZ = fun q : ℝ × ℝ => (q.1 + q.2, (q.1 - q.2) * (q.1 + q.2)⁻¹) := by
    funext q
    simp only [toNZ, div_eq_mul_inv]
  rw [hf]
  refine (hs.prodMk hz).congr_fderiv (ContinuousLinearMap.ext fun v => ?_)
  rw [jacobian_apply]
  refine Prod.ext rfl ?_
  change (p.1 - p.2) * (-((p.1 + p.2) ^ 2)⁻¹ * (v.1 + v.2)) + (p.1 + p.2)⁻¹ * (v.1 - v.2)
    = (2 * p.2 * v.1 - 2 * p.1 * v.2) / (p.1 + p.2) ^ 2
  field_simp
  ring
```

## Bijection and determinant

Three facts remain. First, positive spin densities land in the strip. Since a + b > 0, the inequalities can be multiplied through:

−1 < ζ is equivalent to −(a + b) < a − b, that is, 0 < 2a
ζ < 1 is equivalent to a − b < a + b, that is, 0 < 2b.

Second, if n > 0 and −1 < ζ < 1, then 1 + ζ and 1 − ζ are positive, and so are both spin densities. With the two-sided inverse, this makes the map a bijection. Third, the determinant is

1·(−2a/n²) − 1·(2b/n²) = −2(a + b)/n² = −2/n,

which is not zero.

The theorem states these results together. `BijOn toNZ spinDomain nzDomain` says that the map is one-to-one from the quadrant onto the whole strip. `InvOn` says that `toSpin` undoes `toNZ` on the quadrant and that `toNZ` undoes `toSpin` on the strip. The last clause says that at every point of the quadrant the map is differentiable and that the determinant of `fderiv ℝ toNZ p`, the actual derivative, equals −2/n and is non-zero; here n appears as `(toNZ p).1`.

The proof first assembles `hinv` from the two inversion lemmas. `hinv.bijOn` then asks only that each map send its domain into the other, which is where the inequalities enter. For the determinant, the derivative is replaced by `jacobian` and the 2 × 2 formula is applied.

```lean
/-- The map from positive spin densities to total density and polarisation is a bijection onto
`n > 0`, `-1 < ζ < 1` with inverse `toSpin`; it is differentiable, and its Jacobian determinant
is `-2 / n`, which is nowhere zero. -/
theorem spin_density_change_of_variables :
    BijOn toNZ spinDomain nzDomain ∧ InvOn toSpin toNZ spinDomain nzDomain ∧
    ∀ p ∈ spinDomain, DifferentiableAt ℝ toNZ p ∧
      (fderiv ℝ toNZ p).det = -2 / (toNZ p).1 ∧ (fderiv ℝ toNZ p).det ≠ 0 := by
  have hinv : InvOn toSpin toNZ spinDomain nzDomain := by
    constructor
    · rintro ⟨a, b⟩ ⟨ha, hb⟩
      have ha' : 0 < a := ha
      have hb' : 0 < b := hb
      exact toSpin_toNZ a b (by positivity)
    · rintro ⟨n, z⟩ ⟨hn, -⟩
      have hn' : 0 < n := hn
      exact toNZ_toSpin n z hn'.ne'
  refine ⟨hinv.bijOn ?_ ?_, hinv, ?_⟩
  · -- positive spin densities give a polarisation strictly between -1 and 1
    rintro ⟨a, b⟩ ⟨ha, hb⟩
    have ha' : 0 < a := ha
    have hb' : 0 < b := hb
    have hs : 0 < a + b := by positivity
    change 0 < a + b ∧ -1 < (a - b) / (a + b) ∧ (a - b) / (a + b) < 1
    refine ⟨hs, ?_, ?_⟩
    · rw [lt_div_iff₀ hs]
      linarith
    · rw [div_lt_iff₀ hs]
      linarith
  · rintro ⟨n, z⟩ ⟨hn, hz1, hz2⟩
    have hn' : 0 < n := hn
    have h1 : 0 < 1 + z := by
      have : -1 < z := hz1
      linarith
    have h2 : 0 < 1 - z := by
      have : z < 1 := hz2
      linarith
    change 0 < n * (1 + z) / 2 ∧ 0 < n * (1 - z) / 2
    constructor <;> positivity
  · rintro ⟨a, b⟩ ⟨ha, hb⟩
    have ha' : 0 < a := ha
    have hb' : 0 < b := hb
    have hs : a + b ≠ 0 := by positivity
    have hF := hasFDerivAt_toNZ (a, b) hs
    have hdet : (fderiv ℝ toNZ (a, b)).det = -2 / (a + b) := by
      rw [hF.fderiv, jacobian, LinearMap.det_toContinuousLinearMap, LinearMap.det_toLin,
        Matrix.det_fin_two_of]
      field_simp
      ring
    refine ⟨hF.differentiableAt, hdet, ?_⟩
    rw [hdet]
    exact div_ne_zero (by norm_num) hs
```

## Spin potentials from derivatives in n and ζ

Let e(n, ζ) be an energy per unit volume, with partial derivatives e_n and e_ζ. If a functional is tabulated per particle as ε(n, ζ), then e = nε, and e_n includes the term ε. Because 2b = n(1 − ζ) and 2a = n(1 + ζ), the derivatives of ζ become

∂ζ/∂a = (1 − ζ)/n
∂ζ/∂b = −(1 + ζ)/n,

and the chain rule gives

v↑ = ∂e/∂a = e_n + (1 − ζ) e_ζ/n
v↓ = ∂e/∂b = e_n − (1 + ζ) e_ζ/n.

When e is the exchange–correlation energy density of a local spin-density approximation, which depends only on a and b at the same point, these are the exchange–correlation potentials for the two spins. In the Kohn–Sham equations they are added to the external and Hartree potentials. Terms from density gradients, the kinetic-energy density or exact exchange are not covered.

The hypothesis `he` says that e is differentiable at (n, ζ) with differential e_n dn + e_ζ dζ; `en` and `ez` are its coefficients. The function e is otherwise arbitrary. The proof composes this differential with the derivative of `toNZ`, then varies one spin density at a time along the directions (1, 0) and (0, 1).

```lean
/-- Spin potentials, at non-zero total density, from an energy density `e(n, ζ)` that is
differentiable at the point considered, with partial derivatives `en` and `ez`: the derivatives with
respect to the two spin densities are `en + (1 - ζ) / n * ez` and `en - (1 + ζ) / n * ez`. -/
theorem spin_potentials (e : ℝ × ℝ → ℝ) (en ez a b : ℝ) (h : a + b ≠ 0)
    (he : HasFDerivAt e
      (en • ContinuousLinearMap.fst ℝ ℝ ℝ + ez • ContinuousLinearMap.snd ℝ ℝ ℝ) (toNZ (a, b))) :
    HasDerivAt (fun x => e (toNZ (x, b)))
      (en + (1 - (toNZ (a, b)).2) / (toNZ (a, b)).1 * ez) a ∧
    HasDerivAt (fun y => e (toNZ (a, y)))
      (en - (1 + (toNZ (a, b)).2) / (toNZ (a, b)).1 * ez) b := by
  have hc := he.comp (a, b) (hasFDerivAt_toNZ (a, b) h)
  -- vary one spin density at a time
  have la : HasDerivAt (fun x : ℝ => (x, b)) ((1 : ℝ), (0 : ℝ)) a :=
    (hasDerivAt_id' a).prodMk (hasDerivAt_const a b)
  have lb : HasDerivAt (fun y : ℝ => (a, y)) ((0 : ℝ), (1 : ℝ)) b :=
    (hasDerivAt_const b a).prodMk (hasDerivAt_id' b)
  constructor
  · refine (hc.comp_hasDerivAt a la).congr_deriv ?_
    change en * (jacobian (a, b) (1, 0)).1 + ez * (jacobian (a, b) (1, 0)).2 = _
    rw [jacobian_apply]
    simp only [toNZ]
    field_simp
    ring
  · refine (hc.comp_hasDerivAt b lb).congr_deriv ?_
    change en * (jacobian (a, b) (0, 1)).1 + ez * (jacobian (a, b) (0, 1)).2 = _
    rw [jacobian_apply]
    simp only [toNZ]
    field_simp
    ring
```

## Derivatives in n and ζ from the spin potentials

Now let the energy density be given as a function f(a, b) with partial derivatives v↑ and v↓, called `va` and `vb` in Lean. From the inverse map,

∂a/∂n = (1 + ζ)/2, ∂b/∂n = (1 − ζ)/2
∂a/∂ζ = n/2, ∂b/∂ζ = −n/2,

so that

e_n = (1 + ζ)v↑/2 + (1 − ζ)v↓/2
e_ζ = n(v↑ − v↓)/2.

The first is the average of the two potentials weighted by the spin fractions a/n and b/n, when n ≠ 0; the second is proportional to their difference. Since `toSpin` is polynomial, the theorem needs no condition on n or ζ beyond the differentiability of f at the corresponding spin densities. In the proof, `ln` and `lz` are the derivatives of the inverse map along n and along ζ.

```lean
/-- Derivatives in `n` and `ζ` from the spin potentials `va` and `vb` of an energy density `f` that
is differentiable at the corresponding spin densities: they are `(1 + ζ) / 2 * va + (1 - ζ) / 2 *
vb` and `n / 2 * (va - vb)`. -/
theorem density_and_polarisation_derivatives (f : ℝ × ℝ → ℝ) (va vb n z : ℝ)
    (hf : HasFDerivAt f
      (va • ContinuousLinearMap.fst ℝ ℝ ℝ + vb • ContinuousLinearMap.snd ℝ ℝ ℝ)
      (toSpin (n, z))) :
    HasDerivAt (fun x => f (toSpin (x, z))) ((1 + z) / 2 * va + (1 - z) / 2 * vb) n ∧
    HasDerivAt (fun y => f (toSpin (n, y))) (n / 2 * (va - vb)) z := by
  have ln : HasDerivAt (fun x : ℝ => toSpin (x, z)) ((1 + z) / 2, (1 - z) / 2) n :=
    ((((hasDerivAt_id' n).mul_const (1 + z)).div_const 2).congr_deriv (by ring)).prodMk
      ((((hasDerivAt_id' n).mul_const (1 - z)).div_const 2).congr_deriv (by ring))
  have lz : HasDerivAt (fun y : ℝ => toSpin (n, y)) (n / 2, -(n / 2)) z :=
    (((((hasDerivAt_id' z).const_add 1).const_mul n).div_const 2).congr_deriv (by ring)).prodMk
      (((((hasDerivAt_id' z).const_sub 1).const_mul n).div_const 2).congr_deriv (by ring))
  constructor
  · refine (hf.comp_hasDerivAt n ln).congr_deriv ?_
    change va * ((1 + z) / 2) + vb * ((1 - z) / 2) = _
    ring
  · refine (hf.comp_hasDerivAt z lz).congr_deriv ?_
    change va * (n / 2) + vb * (-(n / 2)) = _
    ring

end

end SpinDensityChainRules
```

## The case a = 3, b = 1

Here n = 4 and ζ = 1/2, and the inverse returns 4·(3/2)/2 = 3 and 4·(1/2)/2 = 1. The second row of the Jacobian matrix is (1/8, −3/8), so the determinant is −3/8 − 1/8 = −1/2, which is −2/n.

Take the model energy density e = nζ², which equals (a − b)²/(a + b). Then e_n = ζ² = 1/4 and e_ζ = 2nζ = 4, and the spin potentials are

v↑ = 1/4 + (1/2)·4/4 = 3/4
v↓ = 1/4 − (3/2)·4/4 = −5/4.

Direct differentiation of (a − b)²/(a + b) gives the same values, 1 − 1/4 and −1 − 1/4. The reverse formulas recover the starting derivatives:

e_n = (3/4)(3/4) + (1/4)(−5/4) = 1/4
e_ζ = 2·(3/4 + 5/4) = 4.

```lean
#print axioms SpinDensityChainRules.spin_density_change_of_variables
#print axioms SpinDensityChainRules.spin_potentials
#print axioms SpinDensityChainRules.density_and_polarisation_derivatives
```

```
'SpinDensityChainRules.spin_density_change_of_variables' depends on axioms: [propext, Classical.choice, Quot.sound]
'SpinDensityChainRules.spin_potentials' depends on axioms: [propext, Classical.choice, Quot.sound]
'SpinDensityChainRules.density_and_polarisation_derivatives' depends on axioms: [propext, Classical.choice, Quot.sound]
```
